# The twist average of a lattice sum over plane-wave momenta equals the integral over momentum space

In a periodic box, a twist of the boundary conditions shifts every allowed plane-wave momentum by the same vector. `average_lattice_sum` states that if a real function `f` of a single momentum is integrable over three-dimensional momentum space, then its sum over the shifted lattice, averaged over all twists in the cell `[0,1)³`, equals the integral of `f` over the whole space. Momenta are measured in units of `2π / L`, so the cell has unit volume. The proof cuts momentum space into unit cells, carries each back to the cell of twists by a translation, and exchanges sum and integral, for which it needs the integrals of `‖f‖` over the cells to be summable.

The failing Lean file:

```lean
import Mathlib

open MeasureTheory
open scoped Real

namespace TwistAveraging

noncomputable section

/-- Momentum space in three dimensions, in units of `2π / L`. -/
abbrev KSpace := EuclideanSpace ℝ (Fin 3)

/-- The momentum `m + t` of the plane wave with integer label `m` at twist `t`. -/
def wave (m : Fin 3 → ℤ) (t : KSpace) : KSpace :=
  WithLp.toLp 2 (fun i => (m i : ℝ)) + t

/-- The cell `[0,1)³` of twists. -/
def twistCell : Set KSpace := {t | ∀ i, t i ∈ Set.Ico (0 : ℝ) 1}

/-- Each component of the momentum is the integer label plus the twist. -/
theorem wave_apply (m : Fin 3 → ℤ) (t : KSpace) (i : Fin 3) :
    wave m t i = (m i : ℝ) + t i := by
  simp [wave]

/-- The cell of twists has unit volume. -/
theorem volume_twistCell : volume twistCell = 1 := by
  have h : twistCell = (WithLp.ofLp : KSpace → (Fin 3 → ℝ)) ⁻¹'
      (Set.univ.pi fun _ => Set.Ico (0 : ℝ) 1) := by
    ext t
    simp [twistCell]
  rw [h, (PiLp.volume_preserving_ofLp (Fin 3)).measure_preimage
    (MeasurableSet.univ_pi fun _ => measurableSet_Ico).nullMeasurableSet, volume_pi_pi]
  simp

/-- The twist average of a lattice sum of an integrable function is the integral of that
function over all of momentum space. -/
theorem average_lattice_sum (f : KSpace → ℝ) (hf : Integrable f) :
    ⨍ t in twistCell, ∑' m, f (wave m t) = ∫ x, f x := by
  -- momentum space is tiled by the translated cells `c m`
  let c : (Fin 3 → ℤ) → Set KSpace := fun m => {x | ∀ i, ⌊x i⌋ = m i}
  have hmeas : ∀ m, MeasurableSet (c m) := fun m => by
    have h : c m = ⋂ i, (fun x : KSpace => ⌊x i⌋) ⁻¹' {m i} := by
      ext x
      simp [c]
    rw [h]
    refine MeasurableSet.iInter fun i => ?_
    have hi : Measurable fun x : KSpace => x i := by fun_prop
    exact (Int.measurable_floor.comp hi) (measurableSet_singleton (m i))
  have hdisj : Pairwise (Function.onFun Disjoint c) := fun m n hmn =>
    Set.disjoint_left.2 fun x hx hy => hmn (funext fun i => (hx i).symm.trans (hy i))
  have hU : ⋃ m, c m = Set.univ :=
    Set.eq_univ_of_forall fun x => Set.mem_iUnion.2 ⟨fun i => ⌊x i⌋, fun _ => rfl⟩
  -- each tile is carried back to the cell of twists
  have shift : ∀ (g : KSpace → ℝ) (m : Fin 3 → ℤ),
      ∫ t in twistCell, g (wave m t) = ∫ x in c m, g x := fun g m => by
    have hpre : (fun t => WithLp.toLp 2 (fun i => (m i : ℝ)) + t) ⁻¹' c m = twistCell := by
      ext t
      change (∀ i, ⌊wave m t i⌋ = m i) ↔ ∀ i, t i ∈ Set.Ico (0 : ℝ) 1
      refine forall_congr' fun i => ?_
      rw [wave_apply, Int.floor_eq_iff, Set.mem_Ico]
      constructor <;> rintro ⟨h1, h2⟩ <;> constructor <;> linarith
    rw [← hpre]
    exact (measurePreserving_add_left volume _).setIntegral_preimage_emb
      (measurableEmbedding_addLeft _) g (c m)
  have hint : ∀ m, Integrable (fun t => f (wave m t)) (volume.restrict twistCell) :=
    fun m => (hf.comp_add_left (WithLp.toLp 2 (fun i => (m i : ℝ)))).integrableOn
  have hsum : Summable fun m => ∫ t in twistCell, ‖f (wave m t)‖ := by
    have h := (hasSum_integral_iUnion hmeas hdisj hf.norm.integrableOn).summable
    exact h.congr fun m => shift (fun x => ‖f x‖) m
  rw [setAverage_eq, measureReal_def, volume_twistCell, ENNReal.toReal_one, inv_one, one_smul,
    ← (hasSum_integral_of_summable_integral_norm hint hsum).tsum_eq,
    tsum_congr (shift f), ← integral_iUnion hmeas hdisj hf.integrableOn, hU, setIntegral_univ]

end

end TwistAveraging
```

The error:

```
Main.lean:69:27: error: Type mismatch
  shift (fun x => ‖f x‖) m
has type
  ∫ (t : KSpace) in twistCell, ‖f (wave m t)‖ = ∫ (x : KSpace) in c m, ‖f x‖
but is expected to have type
  ∫ (x : KSpace) in c m, ‖f x‖ ∂volume = ∫ (t : KSpace) in twistCell, ‖f (wave m t)‖
```

What went wrong. The one error is an equation given the wrong way round, in the proof of `hsum`. There `h` says that the integrals of `‖f x‖` over the tiles `c m` are summable, and the goal is the same for the integrals of `‖f (wave m t)‖` over `twistCell`. To pass from one to the other, `h.congr` wants, for each `m`, an equation with the term of the known series on the left and the term of the wanted series on the right. `shift` proves that these two integrals are equal, but states it with the integral over `twistCell` on the left. Lean does not turn an equation round by itself when checking a term against its expected type, so it reports a mismatch. The added `.symm` reverses the equation, which then has the expected type.

Fix (accepted with no message):

```diff
@@ -67,5 +67,5 @@
   have hsum : Summable fun m => ∫ t in twistCell, ‖f (wave m t)‖ := by
     have h := (hasSum_integral_iUnion hmeas hdisj hf.norm.integrableOn).summable
-    exact h.congr fun m => shift (fun x => ‖f x‖) m
+    exact h.congr fun m => (shift (fun x => ‖f x‖) m).symm
   rw [setAverage_eq, measureReal_def, volume_twistCell, ENNReal.toReal_one, inv_one, one_smul,
     ← (hasSum_integral_of_summable_integral_norm hint hsum).tsum_eq,
```
